# Enhancement-factor ceilings from a pointwise Lieb–Oxford bound with constant 1.679

Let $n$ be an electron density at a point, in atomic units, and let $A=\tfrac34(3/\pi)^{1/3}$ be the exchange coefficient of the uniform electron gas. A semilocal exchange or exchange-correlation functional can be written as the uniform-gas exchange energy density times an enhancement factor $F$, giving $e(n,F)=-A\,n^{4/3}F$ for an unpolarised density. The local Lieb–Oxford bound with constant $C$ requires an energy density of at least $-C\,n^{4/3}$.

```lean
import Mathlib

open Real

namespace LocalLiebOxfordCeilings

noncomputable section
```

In Lean, `slaterA` is $A$ and `energyDensity` is $e$. Both $n$ and $F$ are real numbers: $F$ is the value of the enhancement factor at the point, and its dependence on density gradients is not modelled.

```lean
/-- The coefficient `A = (3/4)(3/π)^(1/3)` of the exchange energy density of the
uniform electron gas, in atomic units. -/
def slaterA : ℝ := 3 / 4 * (3 / π) ^ (1 / 3 : ℝ)

/-- The semilocal energy density `-A n^(4/3) F` of a spin-unpolarised density `n ≥ 0`
with enhancement factor `F`. -/
def energyDensity (n F : ℝ) : ℝ := -(slaterA * n ^ (4 / 3 : ℝ) * F)
```

For full spin polarisation, `polarizedExchange` is $\tfrac12 e(2n,F)$.

```lean
/-- The exchange energy density of a fully spin-polarised density `n ≥ 0`, given by spin
scaling: half the unpolarised value at density `2n`. -/
def polarizedExchange (n F : ℝ) : ℝ := energyDensity (2 * n) F / 2
```

The two ceilings are $C/A$ for exchange-correlation and $C/(2^{1/3}A)$ for exchange.

```lean
/-- The ceiling `C / A` for the exchange-correlation enhancement factor. -/
def xcCeiling (C : ℝ) : ℝ := C / slaterA

/-- The ceiling `C / (2^(1/3) A)` for the exchange enhancement factor. -/
def exchangeCeiling (C : ℝ) : ℝ := C / ((2 : ℝ) ^ (1 / 3 : ℝ) * slaterA)
```

## Positive density

The hypothesis $n>0$ says that there are electrons at the point. By hand, the unpolarised bound is
$$-C\,n^{4/3}\le -A\,n^{4/3}F \iff A\,n^{4/3}F\le C\,n^{4/3} \iff F\le \frac CA .$$
The last step divides by $n^{4/3}$ and by $A$, so both must be positive. At $n=0$ both sides of the bound vanish, and it says nothing about $F$.

The sign of $A$ is proved in `slaterA_pos`. The lemmas around it supply $A^3=\tfrac{27}{64}\cdot\tfrac3\pi=\tfrac{81}{64\pi}$, which is needed for the numerical values.

```lean
/-- The cube of the real cube root of a nonnegative number is that number. -/
lemma cube_rpow_third {x : ℝ} (hx : 0 ≤ x) : (x ^ (1 / 3 : ℝ)) ^ 3 = x := by
  rw [← Real.rpow_natCast, ← Real.rpow_mul hx]
  norm_num

/-- The uniform-gas exchange coefficient `A` is positive. -/
lemma slaterA_pos : 0 < slaterA := by
  have hpi := Real.pi_pos
  unfold slaterA
  positivity

/-- The cube of the uniform-gas exchange coefficient is `81 / (64 π)`. -/
theorem slaterA_cube : slaterA ^ 3 = 81 / (64 * π) := by
  have hpi := Real.pi_pos
  rw [slaterA, mul_pow, cube_rpow_third (by positivity)]
  ring
```

In the next proof, `hn` makes $n^{4/3}$ positive. `le_div_iff₀` clears the denominator $A$, and the two directions cancel and restore the density factor. The equivalence holds at each positive density separately, for any real $C$.

```lean
/-- At any positive unpolarised density, the local Lieb-Oxford bound with constant `C`
holds exactly when the enhancement factor is at most `C / A`. -/
theorem unpolarized_bound_iff {n : ℝ} (hn : 0 < n) (C F : ℝ) :
    -(C * n ^ (4 / 3 : ℝ)) ≤ energyDensity n F ↔ F ≤ xcCeiling C := by
  have hp : 0 < n ^ (4 / 3 : ℝ) := Real.rpow_pos_of_pos hn _
  unfold energyDensity xcCeiling
  rw [le_div_iff₀ slaterA_pos]
  constructor
  · intro h
    -- the common positive factor n^(4/3) cancels
    have h' : F * slaterA * n ^ (4 / 3 : ℝ) ≤ C * n ^ (4 / 3 : ℝ) := by linarith
    exact le_of_mul_le_mul_right h' hp
  · intro h
    have h' := mul_le_mul_of_nonneg_right h hp.le
    linarith
```

## Spin scaling of exchange

Exchange acts only between electrons of like spin, so the exchange energy of a fully polarised density is half that of an unpolarised density twice as large. This rule is built into the definition of `polarizedExchange`, with $F$ the enhancement factor evaluated for the doubled density. By hand,
$$\tfrac12 e(2n,F)=-\tfrac12A\,2^{4/3}n^{4/3}F=-A\,n^{4/3}\,(2^{1/3}F)=e(n,2^{1/3}F).$$
Lean follows the same route, splitting $2^{4/3}$ as $2\cdot2^{1/3}$.

```lean
/-- Fully polarising a density `n ≥ 0` at fixed `F` has the same effect on the exchange
energy density as multiplying the enhancement factor by `2^(1/3)`. -/
theorem polarizedExchange_eq {n : ℝ} (hn : 0 ≤ n) (F : ℝ) :
    polarizedExchange n F = energyDensity n ((2 : ℝ) ^ (1 / 3 : ℝ) * F) := by
  have h2 : (2 : ℝ) ^ (4 / 3 : ℝ) = 2 * (2 : ℝ) ^ (1 / 3 : ℝ) := by
    rw [show (4 / 3 : ℝ) = 1 + 1 / 3 by norm_num,
      Real.rpow_add (by norm_num : (0 : ℝ) < 2), Real.rpow_one]
  unfold polarizedExchange energyDensity
  rw [Real.mul_rpow (by norm_num : (0 : ℝ) ≤ 2) hn, h2]
  ring
```

The unpolarised criterion now applies with $2^{1/3}F$ in place of $F$, so the bound becomes $2^{1/3}F\le C/A$, or $F\le C/(2^{1/3}A)$. Correlation does not obey this scaling rule, so the lower ceiling is derived here for exchange alone.

```lean
/-- At any positive fully polarised density, the local Lieb-Oxford bound with constant `C`
holds for exchange exactly when the enhancement factor is at most `C / (2^(1/3) A)`. -/
theorem polarized_bound_iff {n : ℝ} (hn : 0 < n) (C F : ℝ) :
    -(C * n ^ (4 / 3 : ℝ)) ≤ polarizedExchange n F ↔ F ≤ exchangeCeiling C := by
  have ht : 0 < (2 : ℝ) ^ (1 / 3 : ℝ) := Real.rpow_pos_of_pos (by norm_num) _
  rw [polarizedExchange_eq hn.le, unpolarized_bound_iff hn]
  unfold xcCeiling exchangeCeiling
  rw [le_div_iff₀ slaterA_pos, le_div_iff₀ (mul_pos ht slaterA_pos),
    show (2 : ℝ) ^ (1 / 3 : ℝ) * F * slaterA
      = F * ((2 : ℝ) ^ (1 / 3 : ℝ) * slaterA) by ring]
```

## The constant 1.679

The constant $C$ limits how far exchange and correlation can lower the electrons' Coulomb repulsion below its classical value. The number $1.679$ is taken as given. Without it the criteria stand, but the ceilings remain functions of $C$:
$$\left(\frac CA\right)^3=\frac{64\pi C^3}{81},\qquad \left(\frac C{2^{1/3}A}\right)^3=\frac{32\pi C^3}{81}.$$

```lean
/-- The cubes of the two ceilings are `64 π C³ / 81` for exchange-correlation and
`32 π C³ / 81` for exchange. -/
theorem ceiling_cubes (C : ℝ) :
    xcCeiling C ^ 3 = 64 * π * C ^ 3 / 81 ∧
    exchangeCeiling C ^ 3 = 32 * π * C ^ 3 / 81 := by
  constructor
  · rw [xcCeiling, div_pow, slaterA_cube]
    simp only [div_eq_mul_inv, mul_inv, inv_inv]
    ring
  · rw [exchangeCeiling, div_pow, mul_pow, cube_rpow_third (by norm_num), slaterA_cube]
    simp only [div_eq_mul_inv, mul_inv, inv_inv]
    ring
```

For $C=1.679$, the bounds $3.1415<\pi<3.1416$ place the first cube between $11.748$ and $11.749$, and the second between $5.874$ and $5.875$. Since
$$2.273^3<11.744,\quad 2.274^3>11.759,\quad 1.804^3<5.871,\quad 1.805^3>5.880,$$
and cubing preserves order on nonnegative numbers, the intervals follow. The tactic steps are the same: `lt_of_pow_lt_pow_left₀` passes to cubes, `ceiling_cubes` inserts the closed forms, and `linarith` finishes with the bound on $\pi$.

```lean
/-- For the Lieb-Oxford constant `1.679`, the exchange-correlation ceiling lies between
2.273 and 2.274. -/
theorem xcCeiling_bounds : 2.273 < xcCeiling 1.679 ∧ xcCeiling 1.679 < 2.274 := by
  have h0 : 0 ≤ xcCeiling 1.679 := by
    have hA := slaterA_pos
    unfold xcCeiling
    positivity
  have hl := Real.pi_gt_d4
  have hu := Real.pi_lt_d4
  -- compare cubes, where only π remains to be estimated
  constructor
  · apply lt_of_pow_lt_pow_left₀ 3 h0
    rw [(ceiling_cubes _).1]
    norm_num at hl ⊢
    linarith
  · apply lt_of_pow_lt_pow_left₀ 3 (by norm_num)
    rw [(ceiling_cubes _).1]
    norm_num at hu ⊢
    linarith

/-- For the Lieb-Oxford constant `1.679`, the exchange ceiling lies between 1.804
and 1.805. -/
theorem exchangeCeiling_bounds :
    1.804 < exchangeCeiling 1.679 ∧ exchangeCeiling 1.679 < 1.805 := by
  have h0 : 0 ≤ exchangeCeiling 1.679 := by
    have hA := slaterA_pos
    unfold exchangeCeiling
    positivity
  have hl := Real.pi_gt_d4
  have hu := Real.pi_lt_d4
  constructor
  · apply lt_of_pow_lt_pow_left₀ 3 h0
    rw [(ceiling_cubes _).2]
    norm_num at hl ⊢
    linarith
  · apply lt_of_pow_lt_pow_left₀ 3 (by norm_num)
    rw [(ceiling_cubes _).2]
    norm_num at hu ⊢
    linarith
```

## A bound imposed at every point

The Lieb–Oxford inequality itself constrains an integrated energy. For a given density, the condition used here is stronger: it constrains the energy density at each point, and this is the starting inequality of both derivations. If only the integral for that one density were constrained, $F$ could exceed its ceiling in some regions and be compensated elsewhere. A functional that must obey the integrated inequality for every density has less freedom than this.

The final theorem fixes $F$ and asks for the bound at all $n>0$. To obtain the ceiling, the proof uses only $n=1$; conversely, the ceiling gives the bound at every positive density.

```lean
/-- With the constant `1.679`, the local Lieb-Oxford bound holds at all positive unpolarised
densities exactly when `F` is at most a ceiling between 2.273 and 2.274, and for exchange at
all positive fully polarised densities exactly when `F` is at most a ceiling between 1.804
and 1.805. -/
theorem local_lieb_oxford_ceilings :
    (∀ F : ℝ, (∀ n : ℝ, 0 < n → -(1.679 * n ^ (4 / 3 : ℝ)) ≤ energyDensity n F) ↔
      F ≤ xcCeiling 1.679) ∧
    (2.273 < xcCeiling 1.679 ∧ xcCeiling 1.679 < 2.274) ∧
    (∀ F : ℝ, (∀ n : ℝ, 0 < n → -(1.679 * n ^ (4 / 3 : ℝ)) ≤ polarizedExchange n F) ↔
      F ≤ exchangeCeiling 1.679) ∧
    (1.804 < exchangeCeiling 1.679 ∧ exchangeCeiling 1.679 < 1.805) := by
  refine ⟨fun F => ⟨fun h => ?_, fun h n hn => ?_⟩, xcCeiling_bounds,
    fun F => ⟨fun h => ?_, fun h n hn => ?_⟩, exchangeCeiling_bounds⟩
  -- a single density, here n = 1, already fixes each ceiling
  · exact (unpolarized_bound_iff one_pos _ F).1 (h 1 one_pos)
  · exact (unpolarized_bound_iff hn _ F).2 h
  · exact (polarized_bound_iff one_pos _ F).1 (h 1 one_pos)
  · exact (polarized_bound_iff hn _ F).2 h

end

end LocalLiebOxfordCeilings
```

```lean
#print axioms LocalLiebOxfordCeilings.local_lieb_oxford_ceilings
```

```
'LocalLiebOxfordCeilings.local_lieb_oxford_ceilings' depends on axioms: [propext, Classical.choice, Quot.sound]
```

In functional construction, keeping $F$ at or below the exchange ceiling enforces this pointwise bound on semilocal exchange for unpolarised and fully polarised densities; partial polarisation is not treated.
